# The TB09 gradient average of a cosh vacuum density grows with the vacuum width

The cell is modelled here as pure vacuum in one dimension: an interval $[-L/2, L/2]$ of width $L>0$ with density

$$n(z) = A\cosh(kz), \qquad A>0,\; k>0.$$

This is the sum of two equal exponential tails, one entering from each side, as between a slab and its periodic image. The constant $k$ is the inverse decay length of the density, and $A$ is its value at the midpoint. For this density the cell average of $|n'|/n$ is

$$g(L) = \frac1L\int_{-L/2}^{L/2}\frac{|n'(z)|}{n(z)}\,dz = \frac2L\log\cosh\frac{kL}{2}.$$

It increases strictly with $L$, tends to $k$ as $L\to\infty$, and satisfies at every width

$$k-\frac{2\log 2}{L} < g(L) < k.$$

## The vacuum enters the TB09 weight

The TB09 potential mixes its terms with a weight $c=\alpha+\beta\sqrt g$, where $g$ is the average of $|\nabla n|/n$ over the unit cell and $\alpha$, $\beta$ are fitted constants. A code that evaluates this average over a slab cell includes the vacuum. The ratio $|\nabla n|/n$ does not fade where the density does: in an exponential tail it stays at the inverse decay length. In the one-dimensional, vacuum-only model the two tails overlap, and the ratio drops to zero at the midpoint, where their slopes cancel. This lowering around the midpoint weighs less in the average over a wider cell, so for $\beta>0$ the weight $c$ grows strictly with $L$ and tends to $\alpha+\beta\sqrt k$.

## From the logarithmic derivative to the limit

**Closed form.** Since $n'(z)=Ak\sinh(kz)$, the amplitude cancels:

$$\frac{|n'(z)|}{n(z)} = |k\tanh(kz)|.$$

The function $\log\cosh(kz)$ has derivative $k\tanh(kz)$, which is non-negative for $z\ge0$ and non-positive for $z\le0$. The right half of the cell gives

$$\int_0^{L/2}k\tanh(kz)\,dz=\log\cosh\frac{kL}{2}-\log\cosh 0=\log\cosh\frac{kL}{2}.$$

The left half, with the sign reversed, gives the same value because cosh is even. Adding the halves and dividing by $L$ gives $g(L)$.

**Growth.** Let $0<a<b$ and set $F(t)=a\log\cosh(bt)-b\log\cosh(at)$. Then $F(0)=0$, and for $t>0$

$$F'(t)=ab\,[\tanh(bt)-\tanh(at)]=ab\,\frac{\sinh((b-a)t)}{\cosh(at)\cosh(bt)}>0.$$

Hence $F(1)>0$, that is, $b\log\cosh a<a\log\cosh b$. For widths $0<L<M$, take $a=kL/2$ and $b=kM/2$ and divide by $k/2$:

$$M\log\cosh\frac{kL}{2}<L\log\cosh\frac{kM}{2}.$$

Multiplying by $2/(LM)$ gives $g(L)<g(M)$.

**Bounds and limit.** For $x>0$, $e^x/2<\cosh x<e^x$, so $x-\log2<\log\cosh x<x$. Setting $x=kL/2$ and multiplying by $2/L$ gives the two bounds. Both tend to $k$, and so does $g(L)$.

**Weight.** The square root is continuous and strictly increasing on non-negative numbers. Multiplying by $\beta>0$ and adding $\alpha$ preserves the growth and carries the limit to $\alpha+\beta\sqrt k$.

## The Lean file

```lean
import Mathlib

open Filter Topology

namespace TB09Vacuum

noncomputable section

/-- The density `A cosh (k z)` in a vacuum region centred at `z = 0`. -/
def vacuumDensity (A k z : ℝ) : ℝ := A * Real.cosh (k * z)

/-- The average of `|n'| / n` over the cell `[-L/2, L/2]`, for `L > 0` and a positive
density `n`. -/
def gradientAverage (n : ℝ → ℝ) (L : ℝ) : ℝ :=
  (1 / L) * ∫ z in (-(L / 2))..(L / 2), |deriv n z| / n z

/-- The TB09 weight `c = α + β √g`, where `g` is the cell average of `|n'| / n`, for `L > 0`
and a positive density `n`. -/
def tb09Weight (α β : ℝ) (n : ℝ → ℝ) (L : ℝ) : ℝ :=
  α + β * Real.sqrt (gradientAverage n L)

/-- The logarithm of `cosh (k z)` has derivative `k sinh (k z) / cosh (k z)`. -/
theorem hasDerivAt_log_cosh (k z : ℝ) :
    HasDerivAt (fun y => Real.log (Real.cosh (k * y)))
      (k * Real.sinh (k * z) / Real.cosh (k * z)) z := by
  have h : HasDerivAt (fun y : ℝ => k * y) k z := by
    simpa using (hasDerivAt_id z).const_mul k
  exact (h.cosh.log (Real.cosh_pos _).ne').congr_deriv (by ring)

/-- For the vacuum density, `|n'| / n` is the absolute value of `k sinh (k z) / cosh (k z)`;
the amplitude drops out. -/
theorem gradient_ratio {A : ℝ} (hA : 0 < A) (k z : ℝ) :
    |deriv (vacuumDensity A k) z| / vacuumDensity A k z =
      |k * Real.sinh (k * z) / Real.cosh (k * z)| := by
  have h : HasDerivAt (fun y : ℝ => k * y) k z := by
    simpa using (hasDerivAt_id z).const_mul k
  have hn : HasDerivAt (vacuumDensity A k) (A * (k * Real.sinh (k * z))) z :=
    (h.cosh.const_mul A).congr_deriv (by ring)
  rw [hn.deriv, vacuumDensity, abs_mul, abs_of_pos hA, mul_div_mul_left _ _ hA.ne',
    abs_div, abs_of_pos (Real.cosh_pos (k * z))]

/-- The cell average of `|n'| / n` for the vacuum density is `(2/L) log cosh (k L / 2)`. -/
theorem gradientAverage_eq {A k L : ℝ} (hA : 0 < A) (hk : 0 < k) (hL : 0 < L) :
    gradientAverage (vacuumDensity A k) L =
      2 / L * Real.log (Real.cosh (k * L / 2)) := by
  have ha : 0 ≤ L / 2 := by positivity
  have hc : Continuous (fun z : ℝ => k * Real.sinh (k * z) / Real.cosh (k * z)) :=
    (continuous_const.mul (Real.continuous_sinh.comp (continuous_const.mul continuous_id))).div
      (Real.continuous_cosh.comp (continuous_const.mul continuous_id))
      (fun z => (Real.cosh_pos _).ne')
  have h0 : ∀ a b : ℝ, ∫ z in a..b, k * Real.sinh (k * z) / Real.cosh (k * z) =
      Real.log (Real.cosh (k * b)) - Real.log (Real.cosh (k * a)) := fun a b =>
    intervalIntegral.integral_eq_sub_of_hasDerivAt
      (fun z _ => hasDerivAt_log_cosh k z) (hc.intervalIntegrable _ _)
  -- right half of the cell: the density rises
  have hr : ∫ z in (0 : ℝ)..(L / 2), |k * Real.sinh (k * z) / Real.cosh (k * z)| =
      ∫ z in (0 : ℝ)..(L / 2), k * Real.sinh (k * z) / Real.cosh (k * z) := by
    apply intervalIntegral.integral_congr
    intro z hz
    rw [Set.uIcc_of_le ha] at hz
    exact abs_of_nonneg (div_nonneg (mul_nonneg hk.le
      (Real.sinh_nonneg_iff.2 (mul_nonneg hk.le hz.1))) (Real.cosh_pos _).le)
  -- left half of the cell: the density falls
  have hl : ∫ z in (-(L / 2))..(0 : ℝ), |k * Real.sinh (k * z) / Real.cosh (k * z)| =
      ∫ z in (-(L / 2))..(0 : ℝ), -(k * Real.sinh (k * z) / Real.cosh (k * z)) := by
    apply intervalIntegral.integral_congr
    intro z hz
    rw [Set.uIcc_of_le (by linarith)] at hz
    exact abs_of_nonpos (div_nonpos_of_nonpos_of_nonneg (mul_nonpos_iff.2 (Or.inl ⟨hk.le,
      Real.sinh_nonpos_iff.2 (mul_nonpos_iff.2 (Or.inl ⟨hk.le, hz.2⟩))⟩)) (Real.cosh_pos _).le)
  have e1 : Real.cosh (k * -(L / 2)) = Real.cosh (k * L / 2) := by
    rw [show k * -(L / 2) = -(k * L / 2) by ring, Real.cosh_neg]
  have e2 : k * (L / 2) = k * L / 2 := by ring
  simp only [gradientAverage, gradient_ratio hA]
  rw [← intervalIntegral.integral_add_adjacent_intervals
    (hc.abs.intervalIntegrable (-(L / 2)) 0) (hc.abs.intervalIntegrable 0 (L / 2)),
    hl, hr, intervalIntegral.integral_neg, h0, h0, e1, e2, mul_zero, Real.cosh_zero,
    Real.log_one]
  ring

/-- For `0 < a < b`, the ratio of `log cosh x` to `x` is smaller at `a` than at `b`, written
without division. -/
theorem log_cosh_chord {a b : ℝ} (ha : 0 < a) (hab : a < b) :
    b * Real.log (Real.cosh a) < a * Real.log (Real.cosh b) := by
  have hd := fun t : ℝ => ((hasDerivAt_log_cosh b t).const_mul a).fun_sub
    ((hasDerivAt_log_cosh a t).const_mul b)
  have hmono : StrictMonoOn (fun t : ℝ => a * Real.log (Real.cosh (b * t)) -
      b * Real.log (Real.cosh (a * t))) (Set.Ici 0) := by
    refine strictMonoOn_of_deriv_pos (convex_Ici 0)
      (fun t _ => (hd t).continuousAt.continuousWithinAt) (fun t ht => ?_)
    rw [interior_Ici] at ht
    have ht0 : 0 < t := ht
    rw [(hd t).deriv]
    -- the hyperbolic tangent increases, by the subtraction formula for sinh
    have hq : Real.sinh (a * t) / Real.cosh (a * t) <
        Real.sinh (b * t) / Real.cosh (b * t) := by
      rw [div_lt_div_iff₀ (Real.cosh_pos _) (Real.cosh_pos _)]
      have hs := Real.sinh_pos_iff.2 (sub_pos.2 (mul_lt_mul_of_pos_right hab ht0))
      rw [Real.sinh_sub] at hs
      linarith
    have hp := mul_pos (mul_pos ha (ha.trans hab)) (sub_pos.2 hq)
    calc 0 < _ := hp
      _ = _ := by ring
  have h := hmono (Set.mem_Ici.2 le_rfl) (Set.mem_Ici.2 zero_le_one) zero_lt_one
  simp only [mul_zero, mul_one, Real.cosh_zero, Real.log_one, sub_zero] at h
  linarith

/-- At finite vacuum width `L` the average lies below `k`, by less than `2 log 2 / L`. -/
theorem gradientAverage_bounds {A k L : ℝ} (hA : 0 < A) (hk : 0 < k) (hL : 0 < L) :
    k - 2 * Real.log 2 / L < gradientAverage (vacuumDensity A k) L ∧
      gradientAverage (vacuumDensity A k) L < k := by
  have hx : 0 < k * L / 2 := by positivity
  have hup : Real.log (Real.cosh (k * L / 2)) < k * L / 2 := by
    rw [Real.log_lt_iff_lt_exp (Real.cosh_pos _), Real.cosh_eq]
    have := Real.exp_lt_exp.2 (show -(k * L / 2) < k * L / 2 by linarith)
    linarith
  have hlo : k * L / 2 - Real.log 2 < Real.log (Real.cosh (k * L / 2)) := by
    rw [Real.lt_log_iff_exp_lt (Real.cosh_pos _), Real.exp_sub,
      Real.exp_log (by norm_num : (0 : ℝ) < 2), Real.cosh_eq]
    linarith [Real.exp_pos (-(k * L / 2))]
  rw [gradientAverage_eq hA hk hL, div_mul_eq_mul_div]
  constructor
  · rw [lt_div_iff₀ hL, sub_mul, div_mul_cancel₀ _ hL.ne']
    linarith
  · rw [div_lt_iff₀ hL]
    linarith

/-- The cell average of `|n'| / n` strictly increases with the vacuum width `L > 0` and tends
to `k` as `L` tends to infinity. -/
theorem gradientAverage_vacuum_dependence {A k : ℝ} (hA : 0 < A) (hk : 0 < k) :
    StrictMonoOn (gradientAverage (vacuumDensity A k)) (Set.Ioi 0) ∧
      Tendsto (gradientAverage (vacuumDensity A k)) atTop (𝓝 k) := by
  constructor
  · intro L hL M hM hLM
    have hL0 : 0 < L := hL
    have hM0 : 0 < M := hM
    have h := log_cosh_chord (a := k * L / 2) (b := k * M / 2) (by positivity) (by gcongr)
    have h' : M * Real.log (Real.cosh (k * L / 2)) < L * Real.log (Real.cosh (k * M / 2)) :=
      lt_of_mul_lt_mul_left (a := k / 2) (by linarith) (by positivity)
    rw [gradientAverage_eq hA hk hL0, gradientAverage_eq hA hk hM0,
      div_mul_eq_mul_div, div_mul_eq_mul_div, div_lt_div_iff₀ hL0 hM0]
    linarith
  · -- squeeze between the finite-width bounds
    have hlow : Tendsto (fun L : ℝ => k - 2 * Real.log 2 / L) atTop (𝓝 k) := by
      have h : Tendsto (fun L : ℝ => 2 * Real.log 2 / L) atTop (𝓝 0) :=
        tendsto_const_nhds.div_atTop tendsto_id
      simpa using h.const_sub k
    refine tendsto_of_tendsto_of_tendsto_of_le_of_le' hlow tendsto_const_nhds ?_ ?_
    · filter_upwards [eventually_gt_atTop (0 : ℝ)] with L hL
      exact (gradientAverage_bounds hA hk hL).1.le
    · filter_upwards [eventually_gt_atTop (0 : ℝ)] with L hL
      exact (gradientAverage_bounds hA hk hL).2.le

/-- For `β > 0` the TB09 weight of the vacuum density strictly increases with the vacuum width
and tends to `α + β √k`. -/
theorem tb09Weight_vacuum_dependence {A k β : ℝ} (α : ℝ) (hA : 0 < A) (hk : 0 < k)
    (hβ : 0 < β) :
    StrictMonoOn (tb09Weight α β (vacuumDensity A k)) (Set.Ioi 0) ∧
      Tendsto (tb09Weight α β (vacuumDensity A k)) atTop (𝓝 (α + β * Real.sqrt k)) := by
  obtain ⟨hmono, hlim⟩ := gradientAverage_vacuum_dependence hA hk
  constructor
  · intro L hL M hM hLM
    have hL0 : 0 < L := hL
    have hnn : 0 ≤ gradientAverage (vacuumDensity A k) L := by
      rw [gradientAverage_eq hA hk hL0]
      exact mul_nonneg (by positivity) (Real.log_nonneg (Real.one_le_cosh _))
    have hs := mul_lt_mul_of_pos_left (Real.sqrt_lt_sqrt hnn (hmono hL hM hLM)) hβ
    simp only [tb09Weight]
    linarith
  · exact (((Real.continuous_sqrt.tendsto k).comp hlim).const_mul β).const_add α

end

end TB09Vacuum
```

```lean
#print axioms TB09Vacuum.gradientAverage_vacuum_dependence
#print axioms TB09Vacuum.tb09Weight_vacuum_dependence
```

```
'TB09Vacuum.gradientAverage_vacuum_dependence' depends on axioms: [propext, Classical.choice, Quot.sound]
'TB09Vacuum.tb09Weight_vacuum_dependence' depends on axioms: [propext, Classical.choice, Quot.sound]
```

## How the Lean statements and proofs follow the derivation

`vacuumDensity A k` is the density as a real function of position. `gradientAverage n L` is the integral of `|deriv n z| / n z` over the cell, divided by its length, and `tb09Weight α β n L` is the weight $c$ with both constants left free. In the two final theorems, `StrictMonoOn … (Set.Ioi 0)` means strictly increasing over all widths $L>0$, and `Tendsto … atTop` is the limit $L\to\infty$.

`gradient_ratio` cancels the amplitude, and `hasDerivAt_log_cosh` supplies the antiderivative. `gradientAverage_eq` splits the integral at the midpoint; its steps `hr` and `hl` remove the absolute value on each half, and `h0` applies the fundamental theorem of calculus.

`log_cosh_chord` is the inequality between $a$ and $b$. It shows that $F$ has positive derivative for $t>0$, using the subtraction formula for sinh, and then compares $t=0$ with $t=1$. `gradientAverage_bounds` turns the exponential bounds on cosh into bounds on the average.

`gradientAverage_vacuum_dependence` combines these results, with a squeeze for the limit. `tb09Weight_vacuum_dependence` passes them through the square root, after checking that the average is non-negative.

## A vacuum-only cell, and the sign of k

The theorems concern exact integrals of a prescribed density. They contain no slab, no self-consistent density, no quadrature grid and no density threshold, and the TB09 potential itself is not defined; only its weight is.

The missing slab matters for the direction of the change. If a laterally uniform slab of thickness $d$ has its own average $g_s$, the average over the combined cell is

$$\frac{d\,g_s+L\,g(L)}{d+L}.$$

With $d$ and $g_s$ held fixed, a short estimate by hand shows that this also tends to $k$, but it can fall towards $k$ when $g_s$ is large enough. Strict growth is thus a property of the vacuum part.

The fixed amplitude is harmless. In a slab cell the midpoint density drops as the vacuum widens, but the closed form holds for every $A>0$ and does not contain $A$.

The hypothesis $k>0$ does matter. For $k=0$ the density is constant and the average is zero at every width, so strict growth fails. For $k=-1$ the density is the same as for $k=1$, so the average tends to $1$ and not to $k$.
